# With a positive definite gap matrix and nonzero coupling, relaxation into virtual and CABS orbitals lowers the second-order energy

## Does the singles correction always have a negative sign?

Take one occupied orbital and a single empty orbital, with energy gap a > 0 and Fock coupling b between them. If x is the complex amplitude for mixing in the empty orbital and the Fock operator is held fixed, the second-order energy of this relaxation is

a|x|² + 2 Re(b̄x) = a|x + b/a|² − |b|²/a.

The square vanishes only at x = −b/a, and what remains is −|b|²/a, which is negative whenever b ≠ 0.

In a CABS singles calculation I have many virtual and complementary auxiliary orbitals, coupled to one another through the Fock matrix. The gap becomes a matrix A and the coupling a vector b. I expect the minimiser to be −A⁻¹b and the energy to go down for the same reason. Can this be made rigorous and machine-checked, including the case of several occupied orbitals? And what happens if the gap is not positive?

## Completing the square with a gap matrix

Yes: the same argument works for matrices, provided that A is positive definite. Write † for the conjugate transpose, and let

J(x) = Re(x†Ax) + 2 Re(b†x).

Positive definite means that A is Hermitian and that y†Ay > 0 for every y ≠ 0. If Ay = 0, then y†Ay = 0 and hence y = 0, so A is invertible. The vector x₀ = −A⁻¹b therefore solves the first-order equation

Ax₀ = −b.

Now displace the amplitudes by an arbitrary vector d and expand:

J(x₀ + d) = J(x₀) + Re(x₀†Ad) + Re(d†Ax₀) + Re(d†Ad) + 2 Re(b†d).

Because A is Hermitian, x₀†Ad = (Ax₀)†d = −b†d. The other cross term is d†Ax₀ = −d†b, whose real part is −Re(b†d). Together they cancel the linear term, which leaves

J(x₀ + d) = J(x₀) + Re(d†Ad).

The last term is positive for d ≠ 0, so x₀ is the unique global minimiser. For its energy, use x₀†Ax₀ = −x₀†b, with real part −Re(b†x₀):

J(x₀) = −Re(b†x₀) + 2 Re(b†x₀) = Re(b†x₀) = −Re(b†A⁻¹b).

To find the sign, compare with no relaxation at all. If b ≠ 0, then x₀ ≠ 0, since x₀ = 0 would give b = −Ax₀ = 0. Strict minimality then yields J(x₀) < J(0) = 0.

For several occupied orbitals i, with energies εᵢ, couplings bᵢ and amplitudes xᵢ, let F be the Fock matrix of the virtual and complementary orbitals, set Aᵢ = F − εᵢ1 and add the functionals Jᵢ(xᵢ). Each term depends only on its own amplitudes, so the sum is minimised orbital by orbital. Any other set of amplitudes raises at least one term and lowers none. One nonzero coupling vector is enough to make the total minimum negative.

If instead some direction v has q = Re(v†Av) < 0, then for real t

J(tv) = t²q + 2t Re(b†v),

J(tv) + J(−tv) = 2t²q.

At least one of the two energies is at most t²q, which falls below any bound as t grows. The functional then has no minimum.

## What the Lean statements say about the orbitals

The finite type `n` labels the virtual and complementary orbitals together, and `o` labels the occupied ones. All of them are spin orbitals; for a closed shell, a sum over doubly occupied spatial orbitals has to be multiplied by two. The function `energy A b x` is J(x), where `star b ⬝ᵥ x` is b†x and `A *ᵥ x` is the matrix–vector product. The amplitudes −A⁻¹b are called `relaxed A b`, and `gap F ε` is F − ε1. Subtracting a multiple of the identity fixes the convention of an orthonormal orbital basis.

The theorem `orbital_relaxation` takes `A.PosDef` and `b ≠ 0`, and concludes three things: every x other than `relaxed A b` has a strictly higher energy, the minimum equals −Re(b†A⁻¹b), and it is negative. `total_relaxation` says the same for the sum `totalEnergy`. There `b ≠ 0` refers to the whole family of coupling vectors, so only one of them has to be nonzero.

Positive definiteness of F − εᵢ1 stands for a physical condition: every eigenvalue of the Fock matrix in the combined virtual and complementary space lies above the occupied energy εᵢ. It is assumed here, not derived from a self-consistent-field calculation. The theorem `energy_unbounded` treats a violation of it, for any square A. With A = F − ε1 and v normalised, its hypothesis says that the Fock expectation value in the orbital v lies below ε. A gap matrix whose lowest eigenvalue is exactly zero satisfies neither hypothesis.

The model has finitely many orbitals, a fixed Fock matrix and no coupling between the amplitudes of different occupied orbitals, as with canonical occupied orbitals. Within it, if the gap matrices are positive definite and some coupling is nonzero, the CABS singles correction is negative. This correction is used in explicitly correlated calculations to reduce the basis-set error of the Hartree–Fock energy. The result concerns the second-order functional, not the energy of a reoptimised determinant, and it gives no estimate of the remaining basis-set error.

```lean
import Mathlib

open Matrix
open scoped ComplexOrder

namespace CABSSingles

noncomputable section

variable {n o : Type*} [Fintype n] [Fintype o]

/-- The second-order energy functional `Re (x* A x) + 2 Re (b* x)` of the relaxation
amplitudes `x`, with energy-gap matrix `A` and coupling vector `b`. -/
def energy (A : Matrix n n ℂ) (b x : n → ℂ) : ℝ :=
  (star x ⬝ᵥ A *ᵥ x).re + 2 * (star b ⬝ᵥ x).re

/-- The relaxation amplitudes `-A⁻¹ b`. -/
def relaxed [DecidableEq n] (A : Matrix n n ℂ) (b : n → ℂ) : n → ℂ :=
  -(A⁻¹ *ᵥ b)

/-- The Fock matrix `F` of the virtual and complementary orbitals minus the occupied
orbital energy `ε`. -/
def gap [DecidableEq n] (F : Matrix n n ℂ) (ε : ℝ) : Matrix n n ℂ :=
  F - (ε : ℂ) • (1 : Matrix n n ℂ)

/-- The sum of the second-order functionals of all occupied orbitals `i`, with orbital
energies `ε i`, coupling vectors `b i` and amplitudes `x i`. -/
def totalEnergy [DecidableEq n] (F : Matrix n n ℂ) (ε : o → ℝ) (b x : o → n → ℂ) : ℝ :=
  ∑ i, energy (gap F (ε i)) (b i) (x i)

/-- The real part of the overlap of two vectors is symmetric. -/
theorem re_overlap_comm (u v : n → ℂ) : (star u ⬝ᵥ v).re = (star v ⬝ᵥ u).re := by
  simp only [dotProduct, Complex.re_sum, Pi.star_apply]
  refine Finset.sum_congr rfl fun i _ => ?_
  simp only [Complex.star_def, Complex.mul_re, Complex.conj_re, Complex.conj_im]
  ring

/-- If `x₀` solves the first-order equation `A x₀ = -b` with Hermitian `A`, a deviation `d`
from `x₀` changes the energy by exactly `Re (d* A d)`. -/
theorem energy_add {A : Matrix n n ℂ} (hA : A.IsHermitian) {b x₀ : n → ℂ}
    (h₀ : A *ᵥ x₀ = -b) (d : n → ℂ) :
    energy A b (x₀ + d) = energy A b x₀ + (star d ⬝ᵥ A *ᵥ d).re := by
  -- the two cross terms have the same real part
  have h1 : (star x₀ ⬝ᵥ A *ᵥ d).re = (star d ⬝ᵥ A *ᵥ x₀).re := by
    have h : star x₀ ⬝ᵥ A *ᵥ d = star (A *ᵥ x₀) ⬝ᵥ d := by
      rw [Matrix.star_mulVec, hA.eq, Matrix.dotProduct_mulVec]
    rw [h, re_overlap_comm (A *ᵥ x₀) d]
  -- and they cancel the linear term
  have h2 : (star d ⬝ᵥ A *ᵥ x₀).re = -(star b ⬝ᵥ d).re := by
    rw [h₀, dotProduct_neg, Complex.neg_re, re_overlap_comm d b]
  unfold energy
  simp only [Matrix.mulVec_add, star_add, add_dotProduct, dotProduct_add, Complex.add_re]
  linarith

/-- For a positive definite gap matrix the relaxation amplitudes solve the first-order
equation `A x = -b`. -/
theorem mulVec_relaxed [DecidableEq n] {A : Matrix n n ℂ} (hA : A.PosDef) (b : n → ℂ) :
    A *ᵥ relaxed A b = -b := by
  have h : IsUnit A.det := (Matrix.isUnit_iff_isUnit_det A).mp hA.isUnit
  rw [relaxed, Matrix.mulVec_neg, Matrix.mulVec_mulVec, Matrix.mul_nonsing_inv _ h,
    Matrix.one_mulVec]

/-- At the relaxation amplitudes the energy equals `-Re (b* A⁻¹ b)`. -/
theorem energy_relaxed [DecidableEq n] {A : Matrix n n ℂ} (hA : A.PosDef) (b : n → ℂ) :
    energy A b (relaxed A b) = -(star b ⬝ᵥ A⁻¹ *ᵥ b).re := by
  have h : (star b ⬝ᵥ relaxed A b).re = -(star b ⬝ᵥ A⁻¹ *ᵥ b).re := by
    rw [relaxed, dotProduct_neg, Complex.neg_re]
  rw [energy, mulVec_relaxed hA, dotProduct_neg, Complex.neg_re,
    re_overlap_comm (relaxed A b) b, h]
  ring

/-- For a positive definite gap matrix, any amplitudes other than `-A⁻¹ b` give a strictly higher
energy than `-A⁻¹ b`. -/
theorem energy_relaxed_lt [DecidableEq n] {A : Matrix n n ℂ} (hA : A.PosDef)
    (b : n → ℂ) {x : n → ℂ} (hx : x ≠ relaxed A b) :
    energy A b (relaxed A b) < energy A b x := by
  have h := energy_add hA.isHermitian (mulVec_relaxed hA b) (x - relaxed A b)
  rw [add_sub_cancel] at h
  have hp := (Complex.lt_def.mp (hA.dotProduct_mulVec_pos (sub_ne_zero.mpr hx))).1
  rw [Complex.zero_re] at hp
  linarith

/-- For a positive definite gap matrix, a nonzero coupling vector gives nonzero relaxation
amplitudes. -/
theorem relaxed_ne_zero [DecidableEq n] {A : Matrix n n ℂ} (hA : A.PosDef)
    {b : n → ℂ} (hb : b ≠ 0) : relaxed A b ≠ 0 := by
  intro h
  have h1 := mulVec_relaxed hA b
  rw [h, Matrix.mulVec_zero] at h1
  exact hb (neg_eq_zero.mp h1.symm)

/-- For a positive definite gap matrix and a nonzero coupling vector, the second-order energy
has the unique minimiser `-A⁻¹ b`, and its minimum `-Re (b* A⁻¹ b)` is strictly negative. -/
theorem orbital_relaxation [DecidableEq n] {A : Matrix n n ℂ} (hA : A.PosDef)
    {b : n → ℂ} (hb : b ≠ 0) :
    (∀ x, x ≠ relaxed A b → energy A b (relaxed A b) < energy A b x) ∧
      energy A b (relaxed A b) = -(star b ⬝ᵥ A⁻¹ *ᵥ b).re ∧
      energy A b (relaxed A b) < 0 := by
  refine ⟨fun x hx => energy_relaxed_lt hA b hx, energy_relaxed hA b, ?_⟩
  -- compare with the unrelaxed orbital, x = 0
  have h := energy_relaxed_lt hA b (relaxed_ne_zero hA hb).symm
  have h0 : energy A b 0 = 0 := by simp [energy]
  rwa [h0] at h

/-- For several occupied orbitals with positive definite gap matrices and at least one nonzero
coupling vector, the total energy has a unique minimiser, given orbital by orbital, and its
minimum is strictly negative. -/
theorem total_relaxation [DecidableEq n] {F : Matrix n n ℂ} {ε : o → ℝ}
    (hF : ∀ i, (gap F (ε i)).PosDef) {b : o → n → ℂ} (hb : b ≠ 0) :
    (∀ x, x ≠ (fun i => relaxed (gap F (ε i)) (b i)) →
      totalEnergy F ε b (fun i => relaxed (gap F (ε i)) (b i)) < totalEnergy F ε b x) ∧
      totalEnergy F ε b (fun i => relaxed (gap F (ε i)) (b i)) =
        -∑ i, (star (b i) ⬝ᵥ (gap F (ε i))⁻¹ *ᵥ b i).re ∧
      totalEnergy F ε b (fun i => relaxed (gap F (ε i)) (b i)) < 0 := by
  have hmin : ∀ x, x ≠ (fun i => relaxed (gap F (ε i)) (b i)) →
      totalEnergy F ε b (fun i => relaxed (gap F (ε i)) (b i)) < totalEnergy F ε b x := by
    intro x hx
    obtain ⟨j, hj⟩ := Function.ne_iff.mp hx
    refine Finset.sum_lt_sum (fun i _ => ?_)
      ⟨j, Finset.mem_univ j, energy_relaxed_lt (hF j) (b j) hj⟩
    by_cases hi : x i = relaxed (gap F (ε i)) (b i)
    · rw [hi]
    · exact (energy_relaxed_lt (hF i) (b i) hi).le
  refine ⟨hmin, ?_, ?_⟩
  · rw [totalEnergy, ← Finset.sum_neg_distrib]
    exact Finset.sum_congr rfl fun i _ => energy_relaxed (hF i) (b i)
  · obtain ⟨j, hj⟩ := Function.ne_iff.mp hb
    have h := hmin 0 (fun h0 => relaxed_ne_zero (hF j) hj (congrFun h0 j).symm)
    have h0 : totalEnergy F ε b 0 = 0 := by simp [totalEnergy, energy]
    rwa [h0] at h

/-- If `Re (v* A v)` is negative for some direction `v`, the second-order energy takes values
below every bound `M`. -/
theorem energy_unbounded (A : Matrix n n ℂ) (b : n → ℂ) {v : n → ℂ}
    (hv : (star v ⬝ᵥ A *ᵥ v).re < 0) (M : ℝ) : ∃ x, energy A b x < M := by
  have key : ∀ t : ℝ, energy A b ((t : ℂ) • v) =
      t ^ 2 * (star v ⬝ᵥ A *ᵥ v).re + 2 * t * (star b ⬝ᵥ v).re := by
    intro t
    simp only [energy, Matrix.mulVec_smul, star_smul, smul_dotProduct, dotProduct_smul,
      smul_eq_mul, Complex.star_def, Complex.conj_ofReal, Complex.re_ofReal_mul]
    ring
  generalize (star v ⬝ᵥ A *ᵥ v).re = q at hv key
  -- a step long enough for the quadratic term to fall below M
  obtain ⟨s, hs⟩ : ∃ s : ℝ, s * (-q) = |M| :=
    ⟨|M| / (-q), div_mul_cancel₀ _ (neg_ne_zero.mpr hv.ne)⟩
  have hq : (1 + s) ^ 2 * q < M := by
    have h1 : 0 ≤ s ^ 2 * (-q) := mul_nonneg (sq_nonneg s) (by linarith)
    nlinarith [neg_abs_le M, abs_nonneg M]
  -- the linear terms of the steps t and -t cancel
  by_contra hcon
  have hM : ∀ x, M ≤ energy A b x := fun x => not_lt.mp fun hx => hcon ⟨x, hx⟩
  have h1 := hM (((1 + s : ℝ) : ℂ) • v)
  have h2 := hM (((-(1 + s) : ℝ) : ℂ) • v)
  rw [key] at h1 h2
  nlinarith

end

end CABSSingles
```

```lean
#print axioms CABSSingles.orbital_relaxation
#print axioms CABSSingles.total_relaxation
#print axioms CABSSingles.energy_unbounded
```

```
'CABSSingles.orbital_relaxation' depends on axioms: [propext, Classical.choice, Quot.sound]
'CABSSingles.total_relaxation' depends on axioms: [propext, Classical.choice, Quot.sound]
'CABSSingles.energy_unbounded' depends on axioms: [propext, Classical.choice, Quot.sound]
```

## How the proof follows the algebra

`re_overlap_comm` proves Re(u†v) = Re(v†u) by comparing the sums term by term. This is the step that identifies the real parts of b†d and d†b.

`energy_add` is the completed square. It needs only a Hermitian A and some solution x₀ of Ax₀ = −b. Its step `h1` moves A to the other side of the inner product and shows that the two cross terms have equal real parts. Step `h2` inserts the first-order equation. After the expansion of J(x₀ + d), `linarith` carries out the cancellation. When A is positive definite, the identity also measures the error of an iterative solver in this model: amplitudes that are off by d ≠ 0 give a value of J that is too high by exactly Re(d†Ad).

`mulVec_relaxed` obtains invertibility from positive definiteness and verifies that −A⁻¹b solves the first-order equation. `energy_relaxed` substitutes this solution into J to get the minimum value.

For strict minimality, `energy_relaxed_lt` applies `energy_add` with d = x − x₀. Positive definiteness is stated in Lean as an inequality between complex numbers, so `Complex.lt_def` is used to extract the inequality between real parts. `relaxed_ne_zero` shows that a nonzero b gives nonzero amplitudes, and `orbital_relaxation` then compares x₀ with x = 0 to get the negative sign.

In `total_relaxation`, a family of amplitudes that differs from the relaxed one must differ at some orbital j. `Finset.sum_lt_sum` combines the strict inequality at j with the weak inequalities at all the others. The value follows by adding the single-orbital results, and the sign again comes from comparison with zero amplitudes.

In `energy_unbounded`, `key` is the formula for J(tv). Given a bound M, the proof chooses s with s(−q) = |M| and takes t = 1 + s. Then

t²q = q − 2|M| + s²q < M,

because q < 0. If every energy were at least M, this would hold in particular at tv and −tv. Adding those two inequalities removes the linear terms and gives t²q ≥ M, a contradiction that the final `nlinarith` finds.
